# A harmonic cell with linear charge coupling that is stable at fixed charge has at most one unstable normal mode at fixed potential

Q: I relax a charged electrode slab at fixed excess charge and reach a minimum. Then I connect it to a reservoir at fixed potential, so charge can flow when the atoms move. That can soften the structure. Why couldn't several modes become unstable at once?

A: In a harmonic model with one exchangeable charge, the softening acts through a single combination of displacements. Let $x$ be the displacement vector, $n$ the excess charge, $K$ the symmetric positive definite force-constant matrix at fixed charge, $b$ the charge-displacement coupling and $C>0$ the capacitance:

$$E(x,n)=\tfrac12 x\cdot Kx+n\,b\cdot x+\frac{n^2}{2C}.$$

At potential $\mu$ the reservoir contributes $-\mu n$. Completing the square gives

$$E-\mu n=\tfrac12x\cdot Kx-\tfrac C2(\mu-b\cdot x)^2+\frac{\bigl(n-C(\mu-b\cdot x)\bigr)^2}{2C}.$$

The minimum over $n$ is at $n=C(\mu-b\cdot x)$, and it leaves the surface $\Phi_\mu(x)=\tfrac12x\cdot Kx-\tfrac C2(\mu-b\cdot x)^2$. For a further displacement $d$,

$$\Phi_\mu(x+d)=\Phi_\mu(x)+d\cdot\bigl(Kx+C(\mu-b\cdot x)b\bigr)+\tfrac12\bigl(d\cdot Kd-C(b\cdot d)^2\bigr).$$

The Hessian is therefore $H=K-Cbb^T$. Any subspace of dimension two or more contains a nonzero $d$ with $b\cdot d=0$, and along it the curvature is still $d\cdot Kd>0$.

Q: That concerns curvature. Is my relaxed geometry even stationary at fixed potential?

A: It is at the matching potential. A minimum $x_0$ at charge $n_0$ satisfies $Kx_0+n_0b=0$. Choose $\mu_0=\partial E/\partial n=b\cdot x_0+n_0/C$. The relaxed charge at $x_0$ is then $n_0$, the linear term vanishes, and $\Phi_{\mu_0}(x_0+d)-\Phi_{\mu_0}(x_0)=\tfrac12d\cdot Hd$.

Q: Show me that the formal objects are these ones.

A: The finite type `ι` labels the displacement coordinates, `⬝ᵥ` is the dot product and `*ᵥ` applies a matrix to a vector.

In Lean 4 with Mathlib:

```lean
import Mathlib

open Matrix

namespace ConstantPotentialStability

noncomputable section

variable {ι : Type*} [Fintype ι]
```

The energy takes the neutral equilibrium as origin, for both displacement and potential.

```lean
/-- Energy of a cell with displacement `x` and excess charge `n`: elastic energy, linear
charge-displacement coupling and charging energy, for nonzero capacitance `C`. -/
def energy (K : Matrix ι ι ℝ) (b : ι → ℝ) (C : ℝ) (x : ι → ℝ) (n : ℝ) : ℝ :=
  x ⬝ᵥ K *ᵥ x / 2 + n * (b ⬝ᵥ x) + n ^ 2 / (2 * C)
```

The potential $\mu$ is the energy per unit of $n$, with the sign convention $E-\mu n$.

```lean
/-- Grand energy `E - μ n` of a cell connected to a charge reservoir at potential `μ`,
for nonzero capacitance `C`. -/
def grandEnergy (K : Matrix ι ι ℝ) (b : ι → ℝ) (C μ : ℝ) (x : ι → ℝ) (n : ℝ) : ℝ :=
  energy K b C x n - μ * n

/-- Fixed-potential energy surface: the grand energy at the charge `C (μ - b·x)`,
for nonzero capacitance `C`. -/
def potentialSurface (K : Matrix ι ι ℝ) (b : ι → ℝ) (C μ : ℝ) (x : ι → ℝ) : ℝ :=
  grandEnergy K b C μ x (C * (μ - b ⬝ᵥ x))

/-- The fixed-potential force-constant matrix `K - C b bᵀ`. -/
def potentialHessian (K : Matrix ι ι ℝ) (b : ι → ℝ) (C : ℝ) : Matrix ι ι ℝ :=
  K - C • vecMulVec b b
```

Q: `potentialSurface` simply inserts a charge. Who says that it is the relaxed one?

A: The first theorem does. `IsLeast` says that the value is attained at some charge and that no charge gives a lower one. The proof is the completed square, and this is where $C>0$ enters: at fixed geometry, the energy must curve upwards as a function of the charge.

```lean
variable {K : Matrix ι ι ℝ} {b : ι → ℝ} {C : ℝ}

/-- For positive capacitance, the fixed-potential surface is the minimum of the grand energy
over the charge. -/
theorem potentialSurface_isLeast (hC : 0 < C) (μ : ℝ) (x : ι → ℝ) :
    IsLeast (Set.range (grandEnergy K b C μ x)) (potentialSurface K b C μ x) := by
  refine ⟨⟨_, rfl⟩, ?_⟩
  rintro _ ⟨n, rfl⟩
  -- complete the square in the charge
  have h : grandEnergy K b C μ x n - potentialSurface K b C μ x
      = (n - C * (μ - b ⬝ᵥ x)) ^ 2 / (2 * C) := by
    unfold potentialSurface grandEnergy energy
    field_simp
    ring
  have h2 : 0 ≤ (n - C * (μ - b ⬝ᵥ x)) ^ 2 / (2 * C) := by positivity
  linarith
```

The closed form of $\Phi_\mu$ follows by algebra.

```lean
/-- The fixed-potential surface is the elastic energy minus `C (μ - b·x)² / 2`. -/
theorem potentialSurface_eq (μ : ℝ) (x : ι → ℝ) :
    potentialSurface K b C μ x = x ⬝ᵥ K *ᵥ x / 2 - C * (μ - b ⬝ᵥ x) ^ 2 / 2 := by
  unfold potentialSurface grandEnergy energy
  field_simp
  ring
```

Q: And `potentialHessian` is only a matrix with a suggestive name.

A: The next three results justify the name. The first computes $d\cdot Hd$, the second expands the elastic energy using the symmetry of $K$, and the third combines them into the expansion above, which has no remainder.

```lean
/-- The curvature along `d` at fixed potential is the fixed-charge curvature minus
`C (b·d)²`. -/
theorem hessian_form (d : ι → ℝ) :
    d ⬝ᵥ potentialHessian K b C *ᵥ d = d ⬝ᵥ K *ᵥ d - C * (b ⬝ᵥ d) ^ 2 := by
  have h : (C • vecMulVec b b) *ᵥ d = (C * (b ⬝ᵥ d)) • b := by
    ext i
    simp only [Matrix.mulVec, dotProduct, Matrix.smul_apply, Matrix.vecMulVec_apply,
      Pi.smul_apply, smul_eq_mul, Finset.mul_sum, Finset.sum_mul]
    exact Finset.sum_congr rfl (fun j _ => by ring)
  rw [potentialHessian, Matrix.sub_mulVec, h, dotProduct_sub, dotProduct_smul,
    smul_eq_mul, dotProduct_comm d b]
  ring

/-- Elastic energy (times two) of a sum of displacements, for symmetric force constants. -/
theorem elastic_add (hK : K.IsSymm) (x d : ι → ℝ) :
    (x + d) ⬝ᵥ K *ᵥ (x + d) = x ⬝ᵥ K *ᵥ x + 2 * (d ⬝ᵥ K *ᵥ x) + d ⬝ᵥ K *ᵥ d := by
  have h : x ⬝ᵥ K *ᵥ d = d ⬝ᵥ K *ᵥ x := by
    rw [Matrix.dotProduct_mulVec, ← Matrix.mulVec_transpose, hK.eq, dotProduct_comm]
  rw [Matrix.mulVec_add, add_dotProduct, dotProduct_add, dotProduct_add, h]
  ring

/-- For symmetric `K`, the fixed-potential surface has an exact second-order expansion about
any geometry, with Hessian `K - C b bᵀ`. -/
theorem potentialSurface_expansion (hK : K.IsSymm) (μ : ℝ) (x d : ι → ℝ) :
    potentialSurface K b C μ (x + d) = potentialSurface K b C μ x
      + d ⬝ᵥ (K *ᵥ x + (C * (μ - b ⬝ᵥ x)) • b)
      + d ⬝ᵥ potentialHessian K b C *ᵥ d / 2 := by
  rw [potentialSurface_eq, potentialSurface_eq, hessian_form, elastic_add hK,
    dotProduct_add, dotProduct_add, dotProduct_smul, smul_eq_mul, dotProduct_comm d b]
  ring
```

Q: Now the count. With $K=I$, $b=(1,0)$ and $C=2$, the curvature is $-d_1^2+d_2^2$. Both $(1,\tfrac12)$ and $(1,-\tfrac12)$ are unstable, and they are linearly independent. Isn't your claim false?

A: It would be false if it counted linearly independent unstable vectors, which is the misreading to avoid. The unstable directions form a cone around one axis. The theorem bounds the dimension of a subspace on which the curvature is nowhere positive, and the span of your two vectors contains $(0,1)$, which is stable.

In the proof, `f` is the map $d\mapsto b\cdot d$ from the subspace `W` to the real numbers. If it sent a nonzero $d$ to zero, `hessian_form` would give that $d$ positive curvature. So `f` is injective, and `W` has dimension at most one.

```lean
/-- If `K` is positive definite, a subspace on which the fixed-potential curvature is nowhere
positive has dimension at most one. -/
theorem finrank_le_one_of_nonpos (hpos : ∀ x : ι → ℝ, x ≠ 0 → 0 < x ⬝ᵥ K *ᵥ x)
    (W : Submodule ℝ (ι → ℝ)) (hW : ∀ d ∈ W, d ⬝ᵥ potentialHessian K b C *ᵥ d ≤ 0) :
    Module.finrank ℝ W ≤ 1 := by
  let f : W →ₗ[ℝ] ℝ :=
    { toFun := fun d => b ⬝ᵥ (d : ι → ℝ)
      map_add' := fun u v => by simp [dotProduct_add]
      map_smul' := fun c u => by simp [dotProduct_smul] }
  -- a direction in W that does not couple to the charge would keep its positive curvature
  have hf : Function.Injective f := by
    refine (injective_iff_map_eq_zero f).2 fun d hd => ?_
    have hd' : b ⬝ᵥ (d : ι → ℝ) = 0 := hd
    by_contra hne
    have h1 := hpos d (fun h => hne (Subtype.ext h))
    have h2 := hW d d.2
    rw [hessian_form, hd'] at h2
    linarith
  have h := LinearMap.finrank_le_finrank_of_injective hf
  rwa [Module.finrank_self] at h
```

The contrapositive is the statement about subspaces of dimension two or more.

```lean
/-- If `K` is positive definite, every subspace of dimension two or more contains a direction
of positive curvature at fixed potential. -/
theorem exists_stable_direction (hpos : ∀ x : ι → ℝ, x ≠ 0 → 0 < x ⬝ᵥ K *ᵥ x)
    (W : Submodule ℝ (ι → ℝ)) (hW : 2 ≤ Module.finrank ℝ W) :
    ∃ d ∈ W, 0 < d ⬝ᵥ potentialHessian K b C *ᵥ d := by
  by_contra hcon
  have h := finrank_le_one_of_nonpos (b := b) (C := C) hpos W
    (fun d hd => not_lt.1 fun hlt => hcon ⟨d, hd, hlt⟩)
  omega
```

Q: I diagonalise Hessians. What does this say about modes?

A: Of two orthogonal modes, at most one has a nonpositive force constant. Here modes are eigenvectors of $H$; for vibrational modes with unequal masses, take $x$, $K$ and $b$ in mass-weighted coordinates.

Suppose $Hu=\alpha u$ and $Hv=\beta v$ with $\alpha,\beta\le0$. The combination $d=(b\cdot v)u-(b\cdot u)v$ satisfies $b\cdot d=0$, while

$$d\cdot Hd=(b\cdot v)^2\alpha\,u\cdot u+(b\cdot u)^2\beta\,v\cdot v\le0.$$

Positive definiteness forces $d=0$. Taking the product with $u$ gives $b\cdot v=0$, so $\beta\,v\cdot v=v\cdot Kv>0$, a contradiction.

```lean
/-- Let `K` be positive definite. If one of two orthogonal nonzero normal modes at fixed
potential has a nonpositive force constant, the other has a positive one. -/
theorem other_mode_stable (hpos : ∀ x : ι → ℝ, x ≠ 0 → 0 < x ⬝ᵥ K *ᵥ x)
    {u v : ι → ℝ} {α β : ℝ} (hu : u ≠ 0) (hv : v ≠ 0) (huv : u ⬝ᵥ v = 0)
    (hα : potentialHessian K b C *ᵥ u = α • u) (hβ : potentialHessian K b C *ᵥ v = β • v)
    (hneg : α ≤ 0) : 0 < β := by
  by_contra hcon
  have hβ0 : β ≤ 0 := not_lt.1 hcon
  have huu : 0 ≤ u ⬝ᵥ u := Finset.sum_nonneg fun i _ => mul_self_nonneg _
  have hvv : 0 ≤ v ⬝ᵥ v := Finset.sum_nonneg fun i _ => mul_self_nonneg _
  have hvu : v ⬝ᵥ u = 0 := by rw [dotProduct_comm, huv]
  -- the combination of the two modes that does not couple to the charge
  obtain ⟨d, hd⟩ : ∃ d, d = (b ⬝ᵥ v) • u - (b ⬝ᵥ u) • v := ⟨_, rfl⟩
  have hbd : b ⬝ᵥ d = 0 := by
    rw [hd, dotProduct_sub, dotProduct_smul, dotProduct_smul, smul_eq_mul, smul_eq_mul]
    ring
  have hform : d ⬝ᵥ potentialHessian K b C *ᵥ d
      = (b ⬝ᵥ v) ^ 2 * (α * (u ⬝ᵥ u)) + (b ⬝ᵥ u) ^ 2 * (β * (v ⬝ᵥ v)) := by
    rw [hd, Matrix.mulVec_sub, Matrix.mulVec_smul, Matrix.mulVec_smul, hα, hβ]
    simp only [sub_dotProduct, dotProduct_sub, smul_dotProduct, dotProduct_smul,
      smul_eq_mul, huv, hvu]
    ring
  have h1 := mul_nonpos_of_nonneg_of_nonpos (sq_nonneg (b ⬝ᵥ v))
    (mul_nonpos_of_nonpos_of_nonneg hneg huu)
  have h2 := mul_nonpos_of_nonneg_of_nonpos (sq_nonneg (b ⬝ᵥ u))
    (mul_nonpos_of_nonpos_of_nonneg hβ0 hvv)
  have hd0 : d = 0 := by
    by_contra hne
    have h3 := hpos d hne
    rw [hessian_form, hbd] at hform
    linarith
  -- then the second mode itself does not couple, and it must be stable
  have hud : (b ⬝ᵥ v) * (u ⬝ᵥ u) = 0 := by
    have h : u ⬝ᵥ d = 0 := by rw [hd0, dotProduct_zero]
    rw [hd, dotProduct_sub, dotProduct_smul, dotProduct_smul, huv] at h
    simpa using h
  have hbv : b ⬝ᵥ v = 0 :=
    (mul_eq_zero.1 hud).resolve_right fun h => hu (dotProduct_self_eq_zero.1 h)
  have h4 := hessian_form (K := K) (b := b) (C := C) v
  rw [hβ, dotProduct_smul, smul_eq_mul, hbv] at h4
  have h5 := hpos v hv
  have h6 := mul_nonpos_of_nonpos_of_nonneg hβ0 hvv
  linarith
```

Q: And the relaxed geometry?

A: First, its forces must vanish. For a nonzero displacement $d$, write $g=d\cdot(Kx_0+n_0b)$ and $q=d\cdot Kd$. Minimality gives $tg+t^2q/2\ge0$ for every step $t$. At $t=-g/q$ the left side is $-g^2/(2q)$, so $g=0$.

```lean
/-- If `K` is symmetric positive definite, the forces vanish at a minimum of the energy at
fixed charge. -/
theorem force_eq_zero (hK : K.IsSymm) (hpos : ∀ x : ι → ℝ, x ≠ 0 → 0 < x ⬝ᵥ K *ᵥ x)
    {x₀ : ι → ℝ} {n₀ : ℝ} (hmin : ∀ x, energy K b C x₀ n₀ ≤ energy K b C x n₀)
    (d : ι → ℝ) : d ⬝ᵥ (K *ᵥ x₀ + n₀ • b) = 0 := by
  rcases eq_or_ne d 0 with rfl | hd
  · exact zero_dotProduct _
  have hq := hpos d hd
  obtain ⟨g, hg⟩ : ∃ g, g = d ⬝ᵥ (K *ᵥ x₀ + n₀ • b) := ⟨_, rfl⟩
  obtain ⟨q, hqd⟩ : ∃ q, q = d ⬝ᵥ K *ᵥ d := ⟨_, rfl⟩
  rw [← hqd] at hq
  have key : ∀ t : ℝ, 0 ≤ t * g + t ^ 2 * q / 2 := by
    intro t
    have h := hmin (x₀ + t • d)
    simp only [energy, elastic_add hK, dotProduct_add, dotProduct_smul, smul_dotProduct,
      Matrix.mulVec_smul, smul_eq_mul] at h
    rw [hg, hqd, dotProduct_add, dotProduct_smul, smul_eq_mul, dotProduct_comm d b]
    linarith
  -- if the slope `g` along `d` were nonzero, the step `-g / q` would lower the energy
  rw [← hg]
  by_contra hne
  have h := key (-g / q)
  have e : -g / q * g + (-g / q) ^ 2 * q / 2 = -(g ^ 2 / (2 * q)) := by
    field_simp
    ring
  have hp : 0 < g ^ 2 / (2 * q) := by positivity
  linarith
```

The main theorem assumes in `hmin` that `x₀` minimises the energy at charge `n₀`, and in `hW` that no displacement in `W` raises the fixed-potential energy above its value at `x₀`. At the matching potential, `hn` identifies the relaxed charge with `n₀`, the force term drops out of the expansion, and the curvature bound applies.

```lean
/-- Let `K` be symmetric positive definite, `C > 0`, and `x₀` a minimum at fixed charge `n₀`.
At the matching potential `b·x₀ + n₀/C`, any subspace of displacements from `x₀` along which
the fixed-potential energy never rises has dimension at most one. -/
theorem at_most_one_unstable_direction (hC : 0 < C) (hK : K.IsSymm)
    (hpos : ∀ x : ι → ℝ, x ≠ 0 → 0 < x ⬝ᵥ K *ᵥ x) {x₀ : ι → ℝ} {n₀ : ℝ}
    (hmin : ∀ x, energy K b C x₀ n₀ ≤ energy K b C x n₀) (W : Submodule ℝ (ι → ℝ))
    (hW : ∀ d ∈ W, potentialSurface K b C (b ⬝ᵥ x₀ + n₀ / C) (x₀ + d)
      ≤ potentialSurface K b C (b ⬝ᵥ x₀ + n₀ / C) x₀) :
    Module.finrank ℝ W ≤ 1 := by
  refine finrank_le_one_of_nonpos (b := b) (C := C) hpos W fun d hd => ?_
  have h := hW d hd
  -- at the matching potential the relaxed charge is the original one
  have hn : C * (b ⬝ᵥ x₀ + n₀ / C - b ⬝ᵥ x₀) = n₀ := by
    rw [add_sub_cancel_left, mul_div_cancel₀ n₀ hC.ne']
  rw [potentialSurface_expansion hK, hn, force_eq_zero hK hpos hmin d] at h
  linarith
```

Q: My periodic slab can translate freely. Is $K$ still positive definite?

A: No, and positive semidefinite is not enough for the main theorem, which counts flat directions as well as falling ones. Take $K=\mathrm{diag}(1,0)$, $b=(1,0)$, $C=2$, with $x_0=0$ and $n_0=0$. This is a fixed-charge minimum, but $\Phi_0(d)=-\tfrac12d_1^2$ never rises anywhere in the plane: one direction falls and the translation is flat. With a semidefinite $K$, $H$ still has at most one negative eigenvalue, because $d\cdot Hd=d\cdot Kd\ge0$ whenever $b\cdot d=0$. To apply the theorem as stated, remove the translations or anchor some atoms first.

Q: Can the one instability really occur?

A: In this model, yes: for any $b\ne0$, a large enough capacitance makes the curvature along $b$ negative. The proof picks $C=2\,b\cdot Kb/(b\cdot b)^2$, which gives $b\cdot Hb=-b\cdot Kb$. Along the unit vector $\hat b=b/|b|$, the curvature changes from $\hat b\cdot K\hat b$ to its negative.

```lean
/-- For positive definite `K` and nonzero coupling `b`, some positive capacitance makes the
curvature along `b` negative at fixed potential. -/
theorem exists_unstable_capacitance (hpos : ∀ x : ι → ℝ, x ≠ 0 → 0 < x ⬝ᵥ K *ᵥ x)
    (hb : b ≠ 0) : ∃ C : ℝ, 0 < C ∧ b ⬝ᵥ potentialHessian K b C *ᵥ b < 0 := by
  have hk := hpos b hb
  have hbb : b ⬝ᵥ b ≠ 0 := fun h => hb (dotProduct_self_eq_zero.1 h)
  refine ⟨2 * (b ⬝ᵥ K *ᵥ b) / (b ⬝ᵥ b) ^ 2, by positivity, ?_⟩
  rw [hessian_form, div_mul_cancel₀ _ (pow_ne_zero 2 hbb)]
  linarith

end

end ConstantPotentialStability
```

```lean
#print axioms ConstantPotentialStability.exists_stable_direction
#print axioms ConstantPotentialStability.other_mode_stable
#print axioms ConstantPotentialStability.at_most_one_unstable_direction
#print axioms ConstantPotentialStability.exists_unstable_capacitance
```

```
'ConstantPotentialStability.exists_stable_direction' depends on axioms: [propext, Classical.choice, Quot.sound]
'ConstantPotentialStability.other_mode_stable' depends on axioms: [propext, Classical.choice, Quot.sound]
'ConstantPotentialStability.at_most_one_unstable_direction' depends on axioms: [propext, Classical.choice, Quot.sound]
'ConstantPotentialStability.exists_unstable_capacitance' depends on axioms: [propext, Classical.choice, Quot.sound]
```

Q: So what may I take back to my constant-potential relaxations?

A: Within this harmonic model, with one reservoir, linear coupling and a capacitance independent of geometry, a Hessian at fixed potential with two negative eigenvalues means that the structure was already unstable at fixed charge. In a real slab, anharmonicity or a capacitance that changes with geometry can alter the surface away from the minimum.
